# The pCCD wave operator is the AP1roG geminal product, with permanents as coefficients

Let x₁, x₂ empty two occupied orbitals of their electron pairs and y₁, y₂ put a pair into two virtual orbitals, all four commuting and squaring to zero: with numerical amplitudes t_ia and T = ∑ t_ia x_i y_a, the only part of T²/2 that survives is (t₁₁t₂₂ + t₁₂t₂₁) x₁x₂y₁y₂, which is also the double excitation in (1 + t₁₁x₁y₁ + t₁₂x₁y₂)(1 + t₂₁x₂y₁ + t₂₂x₂y₂). The file below proves the agreement of exponential and product for any finite numbers of occupied and virtual orbitals, and identifies every coefficient as a permanent.

```lean
import Mathlib

open Finset

namespace PairCoupledCluster

variable {ι κ A : Type*} [Fintype ι] [Fintype κ] [CommRing A]

/-- The pair cluster operator `∑ t_ia x_i y_a`: `x i` empties the pair of occupied orbital `i`,
`y a` fills virtual orbital `a` with a pair, and `t i a` is the amplitude. -/
def pairCluster (t : ι → κ → A) (x : ι → A) (y : κ → A) : A :=
  ∑ i, ∑ a, t i a * (x i * y a)

/-- The AP1roG geminal factor of occupied orbital `i`: the pair stays, or moves to one of the
virtual orbitals. -/
def geminal (t : ι → κ → A) (x : ι → A) (y : κ → A) (i : ι) : A :=
  1 + ∑ a, t i a * (x i * y a)

/-- The permanent of the amplitudes restricted to `S × T`: the sum over all ways to match the
occupied orbitals in `S` one-to-one with the virtual orbitals in `T`. -/
def pairPermanent [DecidableEq ι] [DecidableEq κ] (t : ι → κ → A)
    (S : Finset ι) (T : Finset κ) : A :=
  ∑ e : S ≃ T, ∏ i : S, t i (e i)

omit [Fintype ι] [Fintype κ] in
/-- Once `T` is labelled by `S`, the sum over matchings is the permanent of a square matrix of
amplitudes. -/
theorem pairPermanent_eq_permanent [DecidableEq ι] [DecidableEq κ] (t : ι → κ → A)
    {S : Finset ι} {T : Finset κ} (e : S ≃ T) :
    pairPermanent t S T = Matrix.permanent (Matrix.of fun j i : S => t i (e j)) := by
  rw [pairPermanent, Matrix.permanent, ← Equiv.sum_comp (Equiv.equivCongr (Equiv.refl S) e)]
  rfl

omit [Fintype ι] in
/-- A sum of commuting operators that each square to zero is nilpotent, and its exponential is
the product of the factors `1 + f i`. -/
theorem exp_sum_of_sq_zero [Algebra ℚ A] (s : Finset ι) (f : ι → A) (hf : ∀ i, f i ^ 2 = 0) :
    IsNilpotent (∑ i ∈ s, f i) ∧
      IsNilpotent.exp (∑ i ∈ s, f i) = ∏ i ∈ s, (1 + f i) := by
  classical
  -- the exponential series stops after the linear term
  have hexp : ∀ b : A, b ^ 2 = 0 → IsNilpotent.exp b = 1 + b := by
    intro b hb
    rw [IsNilpotent.exp_eq_sum hb]
    simp [Finset.sum_range_succ]
  induction s using Finset.induction_on with
  | empty =>
    refine ⟨by simp, ?_⟩
    rw [Finset.sum_empty, Finset.prod_empty, hexp 0 (by simp), add_zero]
  | insert i s hi ih =>
    have hn : IsNilpotent (f i) := ⟨2, hf i⟩
    rw [Finset.sum_insert hi, Finset.prod_insert hi]
    refine ⟨(Commute.all _ _).isNilpotent_add hn ih.1, ?_⟩
    rw [IsNilpotent.exp_add_of_commute (Commute.all _ _) hn ih.1, hexp _ (hf i), ih.2]

/-- If each occupied pair can be emptied only once, the pair cluster operator is nilpotent and
its exponential is the product of the AP1roG geminal factors. -/
theorem exp_pairCluster_eq_prod_geminal [Algebra ℚ A] (t : ι → κ → A) (x : ι → A) (y : κ → A)
    (hx : ∀ i, x i ^ 2 = 0) :
    IsNilpotent (pairCluster t x y) ∧
      IsNilpotent.exp (pairCluster t x y) = ∏ i, geminal t x y i := by
  refine exp_sum_of_sq_zero univ (fun i => ∑ a, t i a * (x i * y a)) fun i => ?_
  -- the common factor `x i` makes each term square to zero
  have h : ∑ a, t i a * (x i * y a) = x i * ∑ a, t i a * y a := by
    rw [Finset.mul_sum]
    exact Finset.sum_congr rfl fun a _ => by ring
  change (∑ a, t i a * (x i * y a)) ^ 2 = 0
  rw [h, mul_pow, hx, zero_mul]

/-- If each virtual orbital can be filled only once, the exponential of the pair cluster operator
is also a product with one factor for each virtual orbital. -/
theorem exp_pairCluster_eq_prod_virtual [Algebra ℚ A] (t : ι → κ → A) (x : ι → A) (y : κ → A)
    (hy : ∀ a, y a ^ 2 = 0) :
    IsNilpotent.exp (pairCluster t x y) = ∏ a, (1 + ∑ i, t i a * (x i * y a)) := by
  have h : pairCluster t x y = pairCluster (fun a i => t i a) y x := by
    unfold pairCluster
    rw [Finset.sum_comm]
    simp only [mul_comm (x _) (y _)]
  rw [h, (exp_pairCluster_eq_prod_geminal _ y x hy).2]
  simp only [geminal, mul_comm (x _) (y _)]

/-- If each virtual orbital can be filled only once, the geminal product expands into pair
configurations whose coefficients are permanents of the amplitudes. -/
theorem prod_geminal_eq_sum_permanent [DecidableEq ι] [DecidableEq κ]
    (t : ι → κ → A) (x : ι → A) (y : κ → A) (hy : ∀ a, y a ^ 2 = 0) :
    ∏ i, geminal t x y i = ∑ S : Finset ι, ∑ T ∈ powersetCard S.card univ,
      pairPermanent t S T * ((∏ i ∈ S, x i) * ∏ a ∈ T, y a) := by
  unfold geminal
  rw [Finset.prod_one_add, Finset.powerset_univ]
  refine Finset.sum_congr rfl fun S _ => ?_
  -- sets of different size have no matching, so `T` may run over all subsets
  have hall : ∑ T ∈ powersetCard S.card univ,
      pairPermanent t S T * ((∏ i ∈ S, x i) * ∏ a ∈ T, y a) =
      ∑ T : Finset κ, pairPermanent t S T * ((∏ i ∈ S, x i) * ∏ a ∈ T, y a) := by
    refine Finset.sum_subset (Finset.subset_univ _) fun T _ hT => ?_
    have h0 : pairPermanent t S T = 0 := Finset.sum_eq_zero fun e _ => by
      have hc : S.card = T.card := by simpa using Fintype.card_congr e
      exact absurd (Finset.mem_powersetCard.2 ⟨Finset.subset_univ _, hc.symm⟩) hT
    rw [h0, zero_mul]
  have hfun : ∏ i ∈ S, ∑ a, t i a * (x i * y a) =
      ∑ f : S → κ, ∏ i : S, t i (f i) * (x i * y (f i)) := by
    rw [← Finset.prod_coe_sort, Finset.prod_univ_sum, Fintype.piFinset_univ]
  rw [hall, hfun]
  symm
  calc ∑ T : Finset κ, pairPermanent t S T * ((∏ i ∈ S, x i) * ∏ a ∈ T, y a)
      = ∑ p : (T : Finset κ) × (S ≃ T), ∏ i : S, t i (p.2 i) * (x i * y (p.2 i)) := by
        rw [Fintype.sum_sigma]
        refine Finset.sum_congr rfl fun T _ => ?_
        rw [pairPermanent, Finset.sum_mul]
        refine Finset.sum_congr rfl fun e _ => ?_
        change _ = ∏ i : S, t i (e i) * (x i * y (e i))
        have he : ∏ i : S, y (e i) = ∏ a ∈ T, y a := by
          rw [← Finset.prod_coe_sort T y]
          exact Equiv.prod_comp e (fun a : T => y a)
        rw [Finset.prod_mul_distrib, Finset.prod_mul_distrib, Finset.prod_coe_sort S x, he]
    _ = ∑ f : S → κ, ∏ i : S, t i (f i) * (x i * y (f i)) := by
        refine Fintype.sum_of_injective (fun p i => (p.2 i : κ)) ?_ _ _ ?_ (fun _ => rfl)
        · -- a matching is determined by its underlying map
          rintro ⟨T, e⟩ ⟨T', e'⟩ h
          have h' : ∀ i, (e i : κ) = e' i := fun i => congrFun h i
          have hT : T = T' := by
            ext a
            constructor
            · intro ha
              have h1 := h' (e.symm ⟨a, ha⟩)
              rw [Equiv.apply_symm_apply] at h1
              have h2 : (e' (e.symm ⟨a, ha⟩) : κ) ∈ T' := (e' (e.symm ⟨a, ha⟩)).2
              rw [← h1] at h2
              exact h2
            · intro ha
              have h1 := h' (e'.symm ⟨a, ha⟩)
              rw [Equiv.apply_symm_apply] at h1
              have h2 : (e (e'.symm ⟨a, ha⟩) : κ) ∈ T := (e (e'.symm ⟨a, ha⟩)).2
              rw [h1] at h2
              exact h2
          subst hT
          have he : e = e' := Equiv.ext fun i => Subtype.ext (h' i)
          rw [he]
        · -- any other map fills some virtual orbital twice
          intro f hf
          have hni : ¬ Function.Injective f := fun hi => hf
            ⟨⟨univ.image f, Equiv.ofBijective
              (fun i => ⟨f i, Finset.mem_image_of_mem f (Finset.mem_univ i)⟩)
              ⟨fun i j h => hi (congrArg Subtype.val h), fun ⟨a, ha⟩ => by
                obtain ⟨i, _, rfl⟩ := Finset.mem_image.1 ha
                exact ⟨i, rfl⟩⟩⟩, rfl⟩
          simp only [Function.Injective, not_forall] at hni
          obtain ⟨i, j, hij, hne⟩ := hni
          have h2 : y (f i) * y (f j) = 0 := by
            rw [hij, ← sq]
            exact hy _
          have hz : ∏ k : S, y (f k) = 0 := by
            rw [← Finset.mul_prod_erase univ (fun k => y (f k)) (Finset.mem_univ i),
              ← Finset.mul_prod_erase (univ.erase i) (fun k => y (f k))
                (Finset.mem_erase.2 ⟨Ne.symm hne, Finset.mem_univ j⟩), ← mul_assoc]
            simp only [h2, zero_mul]
          rw [Finset.prod_mul_distrib, Finset.prod_mul_distrib, hz, mul_zero, mul_zero]

/-- pCCD equals AP1roG: the exponential of the pair cluster operator is the geminal product, and
both are the sum over pair configurations weighted by permanents of the amplitudes. -/
theorem pCCD_eq_AP1roG [Algebra ℚ A] [DecidableEq ι] [DecidableEq κ]
    (t : ι → κ → A) (x : ι → A) (y : κ → A)
    (hx : ∀ i, x i ^ 2 = 0) (hy : ∀ a, y a ^ 2 = 0) :
    IsNilpotent.exp (pairCluster t x y) = ∏ i, geminal t x y i ∧
    IsNilpotent.exp (pairCluster t x y) =
      ∑ S : Finset ι, ∑ T ∈ powersetCard S.card univ,
        pairPermanent t S T * ((∏ i ∈ S, x i) * ∏ a ∈ T, y a) := by
  have h := (exp_pairCluster_eq_prod_geminal t x y hx).2
  exact ⟨h, h.trans (prod_geminal_eq_sum_permanent t x y hy)⟩

/-- Polynomials in one variable per orbital, modulo the squares of the variables. -/
abbrev PairAlgebra (σ : Type*) :=
  MvPolynomial σ ℚ ⧸ Ideal.span ((fun s => MvPolynomial.monomial s (1 : ℚ)) ''
    Set.range fun p : σ => Finsupp.single p 2)

/-- The generator of the pair algebra that belongs to orbital `p`. -/
noncomputable def pairGen {σ : Type*} (p : σ) : PairAlgebra σ :=
  Ideal.Quotient.mk _ (MvPolynomial.X p)

/-- For any finite sets of occupied and virtual orbitals, the generators of the pair algebra
square to zero while the product of all of them does not vanish. -/
theorem pairGen_witness (ι κ : Type*) [Fintype ι] [Fintype κ] :
    (∀ i : ι, pairGen (Sum.inl i : ι ⊕ κ) ^ 2 = 0) ∧
    (∀ a : κ, pairGen (Sum.inr a : ι ⊕ κ) ^ 2 = 0) ∧
    (∏ i : ι, pairGen (Sum.inl i : ι ⊕ κ)) * ∏ a : κ, pairGen (Sum.inr a : ι ⊕ κ) ≠ 0 := by
  classical
  have hsq : ∀ p : ι ⊕ κ, pairGen p ^ 2 = 0 := by
    intro p
    unfold pairGen
    rw [← map_pow, Ideal.Quotient.eq_zero_iff_mem]
    exact Ideal.subset_span ⟨Finsupp.single p 2, ⟨p, rfl⟩, MvPolynomial.X_pow_eq_monomial.symm⟩
  refine ⟨fun i => hsq _, fun a => hsq _, fun h => ?_⟩
  have h0 : ∏ p : ι ⊕ κ, pairGen p = 0 := by
    rw [Fintype.prod_sum_type]
    exact h
  unfold pairGen at h0
  have hm : ∏ p : ι ⊕ κ, (MvPolynomial.X p : MvPolynomial (ι ⊕ κ) ℚ) =
      MvPolynomial.monomial (∑ p, Finsupp.single p 1) 1 :=
    (MvPolynomial.monomial_sum_one _ _).symm
  rw [← map_prod, Ideal.Quotient.eq_zero_iff_mem, hm,
    MvPolynomial.mem_ideal_span_monomial_image] at h0
  -- a square would have to divide the square-free monomial
  obtain ⟨s, ⟨p, rfl⟩, hle⟩ := h0 (∑ p, Finsupp.single p 1) (by
    rw [MvPolynomial.mem_support_iff, MvPolynomial.coeff_monomial, if_pos rfl]
    exact one_ne_zero)
  have h1 := hle p
  have h2 : (∑ q : ι ⊕ κ, Finsupp.single q 1 : (ι ⊕ κ) →₀ ℕ) p =
      ∑ q : ι ⊕ κ, (Finsupp.single q 1 : (ι ⊕ κ) →₀ ℕ) p :=
    map_sum (Finsupp.applyAddHom p) _ _
  rw [h2] at h1
  simp [Finsupp.single_apply] at h1

end PairCoupledCluster
```

```lean
#print axioms PairCoupledCluster.pairPermanent_eq_permanent
-- 'PairCoupledCluster.pairPermanent_eq_permanent' depends on axioms: [propext, Classical.choice, Quot.sound]
#print axioms PairCoupledCluster.exp_pairCluster_eq_prod_virtual
-- 'PairCoupledCluster.exp_pairCluster_eq_prod_virtual' depends on axioms: [propext, Classical.choice, Quot.sound]
#print axioms PairCoupledCluster.prod_geminal_eq_sum_permanent
-- 'PairCoupledCluster.prod_geminal_eq_sum_permanent' depends on axioms: [propext, Classical.choice, Quot.sound]
#print axioms PairCoupledCluster.pCCD_eq_AP1roG
-- 'PairCoupledCluster.pCCD_eq_AP1roG' depends on axioms: [propext, Classical.choice, Quot.sound]
```

## Two equalities for one exponential

The theorem `pCCD_eq_AP1roG` takes finite types `ι` of occupied and `κ` of virtual orbitals, and elements `x i`, `y a` and `t i a` of a commutative ℚ-algebra `A`. Its hypotheses are `hx`, that every x_i² = 0, and `hy`, that every y_a² = 0. It concludes that

exp(∑_i ∑_a t_ia x_i y_a) = ∏_i (1 + ∑_a t_ia x_i y_a)

and that the same exponential equals

∑_S ∑_{T : |T| = |S|} perm(t; S, T) x_S y_T.

From here on T denotes a set of virtual orbitals, S a set of occupied ones, x_S is the product of x_i over i in S, and y_T is the product of y_a over a in T. The permanent is

perm(t; S, T) = ∑_{e : S → T bijective} ∏_{i in S} t_{i e(i)}.

In Lean the exponent is `pairCluster t x y`, a factor of the product is `geminal t x y i`, and the permanent is `pairPermanent t S T`, a sum over the equivalences `S ≃ T`. The restriction to equal sizes is `powersetCard S.card univ`. If S and T are both empty, the permanent is 1 and the term is the identity, which leaves the reference unexcited. If S has more elements than there are virtual orbitals, no T is available and S contributes nothing.

The exponential `IsNilpotent.exp` is the finite series ∑ bⁿ/n!, which is why rational scalars are required. It is meaningful only for nilpotent b, so `exp_pairCluster_eq_prod_geminal` also proves that the cluster operator is nilpotent.

## Electron pairs as commuting elements

In second quantisation, x_i stands for a_{i↓}a_{i↑}, which removes both electrons from orbital i, and y_a for a†_{a↑}a†_{a↓}, which places two electrons in orbital a. Each is a product of two fermion operators, so those belonging to different orbitals commute. The squares vanish by the Pauli principle: an orbital cannot lose or receive the same pair twice. Since the occupied and virtual orbitals are disjoint, these operators and the scalar amplitudes generate a commutative algebra.

Pair coupled-cluster doubles (pCCD) applies the exponential to a closed-shell reference determinant. The antisymmetric product of one-reference-orbital geminals (AP1roG) lets each occupied pair stay where it is or spread over the virtual orbitals, which gives one factor per occupied orbital. For the same reference, orbitals and amplitudes, the two ansätze therefore describe the same state. It contains only configurations in which every orbital is doubly occupied or empty, and the coefficient of each is the permanent of a block of the amplitude table.

The identity concerns the wave operator alone. There is no Hamiltonian, no equation that determines the amplitudes and no orbital optimisation, and the commutative algebra has no room for the operators that undo an excitation.

## From the exponential to the geminals

If b² = 0, the series stops after its linear term:

exp(b) = 1 + b.

For commuting nilpotent b and c, the binomial theorem gives exp(b + c) = exp(b) exp(c), and b + c is again nilpotent. Adding one term at a time, commuting elements f_i with f_i² = 0 satisfy

exp(∑_i f_i) = ∏_i (1 + f_i).

This is `exp_sum_of_sq_zero`. Its local statement `hexp` is the truncated series, and the induction over the finite set uses `IsNilpotent.exp_add_of_commute` to split off one factor.

Now let f_i be the sum of all excitations of pair i:

f_i = ∑_a t_ia x_i y_a = x_i ∑_a t_ia y_a.

Then

f_i² = x_i² (∑_a t_ia y_a)² = 0,

and the geminal product follows. In `exp_pairCluster_eq_prod_geminal`, the step `h` pulls out the common factor `x i`, and `mul_pow` with `hx` finishes the argument. No condition on y is used.

The cluster operator treats x and y symmetrically. Exchanging their roles gives `exp_pairCluster_eq_prod_virtual`: if every y_a² = 0, the exponential is also a product with one factor 1 + ∑_i t_ia x_i y_a for each virtual orbital.

## From the geminals to permanents

To expand the product, choose the set S of factors that contribute an excitation rather than the 1:

∏_i (1 + f_i) = ∑_S ∏_{i in S} f_i.

Then choose a destination f(i) for every pair in S. Here f without an index is a map from S to the virtual orbitals:

∏_{i in S} f_i = ∑_f ∏_{i in S} t_{i f(i)} x_i y_{f(i)}.

If f sends two pairs to the same orbital a, the term contains y_a² and vanishes. If f is injective, it is a bijection from S onto its image T, which has the same size as S. The operators then multiply to x_S y_T whichever bijection it is, and summing the amplitudes over all bijections from S to T gives perm(t; S, T). This expansion needs no condition on x.

In `prod_geminal_eq_sum_permanent`, `Finset.prod_one_add` makes the choice of S and `hfun` the choice of destinations. The step `hall` lets T run over all subsets, since sets of different sizes have no bijection between them. The central step is `Fintype.sum_of_injective`, which compares pairs (T, e), with e a bijection from S to T, with maps f. Besides the equality of corresponding terms, which holds by definition here, it asks for two facts: a pair (T, e) is determined by its underlying map, and every map that does not arise in this way contributes zero. For the second, `hni` says that such a map is not injective, and `hz` finds the repeated factor and shows that the product of the y's is zero.

The main theorem joins the two derivations. Separately, `pairPermanent_eq_permanent` labels T by S through a chosen bijection and so turns the sum over matchings into Mathlib's permanent of a square matrix.

## What each square-zero condition prevents

The two examples below are purely algebraic: setting a generator equal to 1 breaks its square-zero condition, but 1 is not a physical pair operator.

Suppose x² = 0 fails. Take one occupied and two virtual orbitals, x = 1, both amplitudes 1, and y₁² = y₂² = 0 with y₁y₂ ≠ 0. Then

exp(y₁ + y₂) = 1 + y₁ + y₂ + y₁y₂,

whereas the geminal product and the permanent sum are both 1 + y₁ + y₂. The extra term is x²y₁y₂, which would stand for emptying the same occupied orbital twice.

Suppose instead that y² = 0 fails. Take two occupied orbitals and one virtual orbital, y = 1, both amplitudes 1, and x₁² = x₂² = 0 with x₁x₂ ≠ 0. The exponential and the geminal product are both

(1 + x₁)(1 + x₂) = 1 + x₁ + x₂ + x₁x₂,

but the permanent sum is 1 + x₁ + x₂, because a single virtual orbital offers no set T of size two. The extra term is x₁x₂y², which would stand for filling that orbital twice.

## An algebra in which the full excitation survives

The hypotheses would say little if they forced all products of the generators to vanish. `PairAlgebra` is the ring of rational polynomials with one variable per orbital, modulo the squares of the variables. `pairGen_witness` shows that its generators square to zero while the product of all of them is non-zero, for any finite sets of orbitals. The reason is divisibility: a monomial lies in the ideal generated by the squares only if some square divides it, and the product of distinct variables contains each of them once. In the proof, `MvPolynomial.mem_ideal_span_monomial_image` supplies this criterion, and comparing the exponents of one variable gives the contradiction 2 ≤ 1.
